# With constant generation, nonnegative carrier densities in the ABC model approach one steady state at least as fast as exp(−At)

A simulation that integrates a carrier density towards steady state has to stop at some finite time. Without a bound on the remaining deviation, a density that barely changes from one step to the next may still be far from its limit. Without uniqueness, the limit itself might depend on the starting density. For a spatially uniform density with constant coefficients, both questions have an explicit answer.

## One steady state and an exponential bound

Carriers are generated in a semiconductor at a constant rate \(G\) per volume, by light or by injection, and disappear through three channels. With \(n(t)\) the carrier density, the rate equation is

\[
n' = G - R(n), \qquad R(n) = A n + B n^2 + C n^3 .
\]

The coefficient \(A\) stands for capture at traps, \(B\) for radiative recombination of an electron with a hole, and \(C\) for Auger recombination, in which a third carrier takes up the energy. The powers of \(n\) assume equal electron and hole densities, well above the doping and thermal equilibrium levels. At lower densities, including \(n = 0\), the equation is an extrapolation, and the results below are then statements about the model.

For \(A, G > 0\) and \(B, C \ge 0\) there is exactly one \(m > 0\) with \(R(m) = G\), and every solution with \(n(0) \ge 0\) satisfies

\[
|n(t) - m| \le e^{-(G/m)t}\,|n(0) - m| \le e^{-At}\,|n(0) - m| \qquad (t \ge 0).
\]

The time \(m/G\) is the mean carrier lifetime in the steady state. If \(B = C = 0\), then \(G/m = A\) and the two bounds coincide.

## Stopping times and root brackets

The bound with \(A\) gives a stopping time before the run starts. Since \(Am \le R(m) = G\), the steady state lies in \((0, G/A]\), so the initial deviation is at most \(\max(n(0), G/A)\). For a tolerance \(\varepsilon > 0\), the exact solution is within \(\varepsilon\) of \(m\) at every time \(t \ge 0\) with

\[
t \ge \frac{1}{A}\ln\frac{\max(n(0),\,G/A)}{\varepsilon}.
\]

A reduction of the deviation by a factor of \(10^6\) takes no longer than \(13.9/A\).

If only the steady state is wanted, \([0, G/A]\) is a bracket for a scalar root finder, and the positive root found there is the only one. Such rate equations are used for the active regions of light-emitting diodes, and of lasers below threshold where stimulated emission can be neglected; the bound applies to them when the region is treated as uniform and the coefficients and the generation are held constant.

## From a factorised difference to the decay rate

For any two densities \(x\) and \(y\),

\[
R(y) - R(x) = (y - x)\,q(x,y), \qquad q(x,y) = A + B(x+y) + C(x^2 + xy + y^2).
\]

**Steady state.** For \(x, y \ge 0\) we have \(q(x,y) \ge A > 0\), so \(R\) increases strictly on \(n \ge 0\). It is continuous, \(R(0) = 0 < G\), and

\[
R(G/A) = G + B(G/A)^2 + C(G/A)^3 \ge G .
\]

By the intermediate value theorem \(R(m) = G\) for some \(m \in [0, G/A]\). This \(m\) is not zero, because \(R(0) \ne G\), and strict monotonicity excludes a second positive root.

**Nonnegativity.** Suppose \(n(0) \ge 0\) but \(n(t_1) < 0\) at some later time. Let \(s\) be the last time before \(t_1\) at which \(n \ge 0\). By continuity \(n(s) = 0\), and \(n < 0\) on \((s, t_1]\), so the right derivative at \(s\) is at most zero. The rate equation gives \(n'(s) = G - R(0) = G > 0\), a contradiction.

**Decay.** Let \(x(t) = n(t) - m\). Since \(G = R(m)\),

\[
x' = R(m) - R(n) = -g(t)\,x, \qquad g(t) = q(n(t), m).
\]

Because \(n(t) \ge 0\),

\[
g(t) \ge A + Bm + Cm^2 = \frac{R(m)}{m} = \frac{G}{m}.
\]

Put \(k = G/m\) and \(w(t) = (e^{kt}x(t))^2\). Then

\[
w' = 2(k - g)\,w \le 0,
\]

so \(w(t) \le w(0)\). Taking square roots gives \(|x(t)| \le e^{-kt}|x(0)|\). Finally \(G - Am = Bm^2 + Cm^3 \ge 0\), hence \(A \le G/m\), and the weaker bound follows.

**Two densities.** If \(n_1\) and \(n_2\) are solutions with nonnegative initial values, their difference \(d = n_1 - n_2\) obeys \(d' = -q(n_1, n_2)\,d\) with \(q(n_1, n_2) \ge A\). The same argument with \(k = A\) gives

\[
|n_1(t) - n_2(t)| \le e^{-At}\,|n_1(0) - n_2(0)| .
\]

**An empty start.** Let \(n(0) = 0\) and suppose that \(|n(t) - m| \le e^{-kt}m\) for all \(t \ge 0\), now with an arbitrary real \(k\). Then \(F(t) = e^{-kt}m + n(t)\) satisfies \(F(t) \ge m = F(0)\), so its right derivative at zero is nonnegative:

\[
-km + G \ge 0, \qquad\text{that is,}\qquad k \le G/m .
\]

No larger exponent than \(G/m\) can therefore serve for all starting densities if the prefactor is to remain \(|n(0) - m|\). This limits the uniform bound, not the late decay: as \(n\) approaches \(m\), the damping rate \(g\) tends to \(q(m,m) = A + 2Bm + 3Cm^2\), which is larger than \(G/m\) unless \(B = C = 0\).

## The same factorisation for an implicit Euler step

Let \(h > 0\) be a time step and let \(\nu_j \ge 0\) be the numerical density after \(j\) steps. The implicit Euler method solves

\[
\nu_{j+1} + hR(\nu_{j+1}) = \nu_j + hG .
\]

The left side increases strictly from zero without bound on \(\nu_{j+1} \ge 0\), and the right side is positive, so there is exactly one nonnegative solution. Subtracting \(m + hR(m) = m + hG\) gives \((1 + h\,q(\nu_{j+1}, m))(\nu_{j+1} - m) = \nu_j - m\), and therefore

\[
|\nu_{j+1} - m| \le \frac{|\nu_j - m|}{1 + hG/m}
\]

for every step size, provided that the implicit equation is solved exactly and its nonnegative root is taken. This discrete estimate is argued here in prose alone; the Lean theorems concern continuous time.

## The Lean source

```lean
import Mathlib

open Real

namespace CarrierRecombination

/-- The recombination rate `A n + B n² + C n³` at carrier density `n`, with trap-assisted,
radiative and Auger coefficients `A`, `B`, `C`. -/
def recombinationRate (A B C n : ℝ) : ℝ := A * n + B * n ^ 2 + C * n ^ 3

/-- The density `n` obeys the rate equation `n' = G - A n - B n² - C n³` at all times `t ≥ 0`,
with constant generation rate `G`; the derivative at `t = 0` is one-sided. -/
def SolvesRateEquation (A B C G : ℝ) (n : ℝ → ℝ) : Prop :=
  ∀ t, 0 ≤ t → HasDerivWithinAt n (G - recombinationRate A B C (n t)) (Set.Ici 0) t

/-- For `A > 0` and `B, C ≥ 0` the recombination rate increases strictly with the density
on `n ≥ 0`. -/
theorem recombinationRate_strictMonoOn {A B C : ℝ} (hA : 0 < A) (hB : 0 ≤ B) (hC : 0 ≤ C) :
    StrictMonoOn (recombinationRate A B C) (Set.Ici 0) := by
  intro x hx y hy hxy
  have hx' : 0 ≤ x := hx
  have hy' : 0 ≤ y := hy
  have hd : 0 < y - x := sub_pos.mpr hxy
  have h : 0 < (y - x) * (A + B * (x + y) + C * (x ^ 2 + x * y + y ^ 2)) := by positivity
  simp only [recombinationRate]
  linarith

/-- For `A, G > 0` and `B, C ≥ 0` exactly one positive density balances generation and
recombination. -/
theorem existsUnique_steadyState {A B C G : ℝ} (hA : 0 < A) (hB : 0 ≤ B) (hC : 0 ≤ C)
    (hG : 0 < G) : ∃! m, 0 < m ∧ recombinationRate A B C m = G := by
  have hcont : Continuous (recombinationRate A B C) := by
    have h : Continuous (fun n : ℝ => A * n + B * n ^ 2 + C * n ^ 3) := by fun_prop
    exact h
  have hzero : recombinationRate A B C 0 = 0 := by simp [recombinationRate]
  have hq : 0 ≤ G / A := by positivity
  -- at density `G / A` the linear channel alone already removes all generated carriers
  have htop : G ≤ recombinationRate A B C (G / A) := by
    have h1 : A * (G / A) = G := mul_div_cancel₀ G hA.ne'
    have h2 : 0 ≤ B * (G / A) ^ 2 := by positivity
    have h3 : 0 ≤ C * (G / A) ^ 3 := by positivity
    simp only [recombinationRate]
    linarith
  obtain ⟨m, hm, hmG⟩ := intermediate_value_Icc hq hcont.continuousOn
    (show G ∈ Set.Icc _ _ from ⟨by rw [hzero]; exact hG.le, htop⟩)
  have hm0 : 0 < m := by
    refine lt_of_le_of_ne hm.1 ?_
    intro h
    rw [← h, hzero] at hmG
    linarith
  refine ⟨m, ⟨hm0, hmG⟩, ?_⟩
  rintro y ⟨hy, hyG⟩
  exact (recombinationRate_strictMonoOn hA hB hC).injOn
    (Set.mem_Ici.mpr hy.le) (Set.mem_Ici.mpr hm0.le) (hyG.trans hmG.symm)

/-- With generation `G > 0`, a solution of the rate equation that is nonnegative at `t = 0` stays
nonnegative at all `t ≥ 0`. -/
theorem density_nonneg {A B C G : ℝ} {n : ℝ → ℝ} (hG : 0 < G)
    (hn : SolvesRateEquation A B C G n) (h0 : 0 ≤ n 0) {t : ℝ} (ht : 0 ≤ t) : 0 ≤ n t := by
  -- whenever the density touches zero, its derivative is `G > 0`
  have h : ∀ ⦃x⦄, x ∈ Set.Icc 0 t → -n x ≤ 0 := by
    refine image_le_of_deriv_right_lt_deriv_boundary' (f := fun s => -n s)
      (f' := fun s => -(G - recombinationRate A B C (n s)))
      (B := fun _ => 0) (B' := fun _ => 0) ?_ ?_ ?_ continuousOn_const ?_ ?_
    · exact fun s hs => ((hn s hs.1).continuousWithinAt.mono Set.Icc_subset_Ici_self).neg
    · exact fun s hs => ((hn s hs.1).mono (Set.Ici_subset_Ici.mpr hs.1)).neg
    · exact neg_nonpos.mpr h0
    · exact fun s _ => hasDerivWithinAt_const _ _ _
    · intro s _ hs
      have hs0 : n s = 0 := neg_eq_zero.mp hs
      simp [hs0, recombinationRate, hG]
  have := h ⟨ht, le_rfl⟩
  linarith

/-- If `x' = -g(t) x` and `g(t) ≥ k` at all `t ≥ 0`, then `|x(t)| ≤ exp(-k t) |x(0)|` for `t ≥ 0`.
-/
theorem abs_le_exp_of_damping {x g : ℝ → ℝ} {k : ℝ}
    (hx : ∀ t, 0 ≤ t → HasDerivWithinAt x (-(g t) * x t) (Set.Ici 0) t)
    (hg : ∀ t, 0 ≤ t → k ≤ g t) {t : ℝ} (ht : 0 ≤ t) :
    |x t| ≤ exp (-k * t) * |x 0| := by
  have hw : ∀ s, 0 ≤ s → HasDerivWithinAt
      (fun s => (exp (k * s) * x s) * (exp (k * s) * x s))
      (2 * (k - g s) * ((exp (k * s) * x s) * (exp (k * s) * x s))) (Set.Ici 0) s := by
    intro s hs
    have he : HasDerivAt (fun s : ℝ => exp (k * s)) (exp (k * s) * k) s := by
      simpa using ((hasDerivAt_id s).const_mul k).exp
    have h1 := he.hasDerivWithinAt.fun_mul (hx s hs)
    exact (h1.fun_mul h1).congr_deriv (by ring)
  -- the rescaled squared deviation never grows
  have hanti : AntitoneOn (fun s => (exp (k * s) * x s) * (exp (k * s) * x s))
      (Set.Ici 0) := by
    refine antitoneOn_of_hasDerivWithinAt_nonpos (convex_Ici 0)
      (fun s hs => (hw s hs).continuousWithinAt)
      (fun s hs => (hw s (Set.mem_Ici.mp (interior_subset hs))).mono interior_subset) ?_
    intro s hs
    have h := hg s (Set.mem_Ici.mp (interior_subset hs))
    exact mul_nonpos_of_nonpos_of_nonneg (by linarith) (mul_self_nonneg _)
  have h := hanti (Set.mem_Ici.mpr le_rfl) (Set.mem_Ici.mpr ht) ht
  simp only [mul_zero, Real.exp_zero, one_mul] at h
  have h2 : |exp (k * t) * x t| ≤ |x 0| := sq_le_sq.mp (by simpa only [sq] using h)
  rw [abs_mul, abs_of_pos (exp_pos _)] at h2
  calc |x t| = exp (-k * t) * (exp (k * t) * |x t|) := by
        rw [← mul_assoc, ← Real.exp_add]; simp
    _ ≤ exp (-k * t) * |x 0| := mul_le_mul_of_nonneg_left h2 (exp_pos _).le

/-- For `B, C ≥ 0`, `G > 0` and a positive steady state `m`, every solution `n` of the rate equation
with `n(0) ≥ 0` satisfies `|n(t) - m| ≤ exp(-(G/m) t) |n(0) - m|` for `t ≥ 0`. -/
theorem relaxation_steadyLifetime {A B C G m : ℝ} {n : ℝ → ℝ} (hB : 0 ≤ B) (hC : 0 ≤ C)
    (hG : 0 < G) (hm : 0 < m) (hmG : recombinationRate A B C m = G)
    (hn : SolvesRateEquation A B C G n) (h0 : 0 ≤ n 0) {t : ℝ} (ht : 0 ≤ t) :
    |n t - m| ≤ exp (-(G / m) * t) * |n 0 - m| := by
  simp only [recombinationRate] at hmG
  have hk : G / m = A + B * m + C * m ^ 2 := by
    rw [div_eq_iff hm.ne']
    linear_combination -hmG
  refine abs_le_exp_of_damping (x := fun s => n s - m)
    (g := fun s => A + B * (n s + m) + C * (n s ^ 2 + n s * m + m ^ 2)) ?_ ?_ ht
  · intro s hs
    refine ((hn s hs).sub_const m).congr_deriv ?_
    simp only [recombinationRate]
    linear_combination -hmG
  · intro s hs
    have hs0 := density_nonneg hG hn h0 hs
    have h1 : 0 ≤ B * n s := by positivity
    have h2 : 0 ≤ C * (n s ^ 2 + n s * m) := by positivity
    rw [hk]
    linarith

/-- For `A, G > 0` and `B, C ≥ 0` there is a unique positive steady state `m`, and every solution
`n` of the rate equation with `n(0) ≥ 0` satisfies `|n(t) - m| ≤ exp(-A t) |n(0) - m|` for `t ≥ 0`.
-/
theorem steadyState_and_relaxation {A B C G : ℝ} (hA : 0 < A) (hB : 0 ≤ B) (hC : 0 ≤ C)
    (hG : 0 < G) :
    (∃! m, 0 < m ∧ recombinationRate A B C m = G) ∧
    ∀ m, 0 < m → recombinationRate A B C m = G →
      ∀ n, SolvesRateEquation A B C G n → 0 ≤ n 0 →
        ∀ t, 0 ≤ t → |n t - m| ≤ exp (-A * t) * |n 0 - m| := by
  refine ⟨existsUnique_steadyState hA hB hC hG, ?_⟩
  intro m hm hmG n hn h0 t ht
  -- the linear channel carries at most the whole generation: `A m ≤ G`
  have hAm : A ≤ G / m := by
    rw [le_div_iff₀ hm, ← hmG, recombinationRate]
    have h1 : 0 ≤ B * m ^ 2 := by positivity
    have h2 : 0 ≤ C * m ^ 3 := by positivity
    linarith
  have hAt := mul_le_mul_of_nonneg_right hAm ht
  exact (relaxation_steadyLifetime hB hC hG hm hmG hn h0 ht).trans
    (mul_le_mul_of_nonneg_right (Real.exp_le_exp.mpr (by linarith)) (abs_nonneg _))

/-- For `B, C ≥ 0` and `G > 0`, two solutions of the same rate equation with nonnegative initial
values satisfy `|n₁(t) - n₂(t)| ≤ exp(-A t) |n₁(0) - n₂(0)|` for `t ≥ 0`. -/
theorem densities_contract {A B C G : ℝ} {n₁ n₂ : ℝ → ℝ} (hB : 0 ≤ B) (hC : 0 ≤ C)
    (hG : 0 < G) (h₁ : SolvesRateEquation A B C G n₁) (h₂ : SolvesRateEquation A B C G n₂)
    (h₁0 : 0 ≤ n₁ 0) (h₂0 : 0 ≤ n₂ 0) {t : ℝ} (ht : 0 ≤ t) :
    |n₁ t - n₂ t| ≤ exp (-A * t) * |n₁ 0 - n₂ 0| := by
  refine abs_le_exp_of_damping (x := fun s => n₁ s - n₂ s)
    (g := fun s => A + B * (n₁ s + n₂ s) + C * (n₁ s ^ 2 + n₁ s * n₂ s + n₂ s ^ 2)) ?_ ?_ ht
  · intro s hs
    refine ((h₁ s hs).fun_sub (h₂ s hs)).congr_deriv ?_
    simp only [recombinationRate]
    ring
  · intro s hs
    have p := density_nonneg hG h₁ h₁0 hs
    have q := density_nonneg hG h₂ h₂0 hs
    have h1 : 0 ≤ B * (n₁ s + n₂ s) := by positivity
    have h2 : 0 ≤ C * (n₁ s ^ 2 + n₁ s * n₂ s + n₂ s ^ 2) := by positivity
    linarith

/-- If a solution `n` of the rate equation with `n(0) = 0` satisfies
`|n(t) - m| ≤ exp(-k t) |n(0) - m|` for some `m > 0` and all `t ≥ 0`, then `k ≤ G/m`. -/
theorem decayRate_le_of_empty_start {A B C G m k : ℝ} {n : ℝ → ℝ} (hm : 0 < m)
    (hn : SolvesRateEquation A B C G n) (h0 : n 0 = 0)
    (hdecay : ∀ t, 0 ≤ t → |n t - m| ≤ exp (-k * t) * |n 0 - m|) : k ≤ G / m := by
  have he : HasDerivAt (fun s : ℝ => exp (-k * s)) (-k) 0 := by
    simpa using ((hasDerivAt_id (0 : ℝ)).const_mul (-k)).exp
  have hF : HasDerivWithinAt (fun s => exp (-k * s) * m + n s) (-k * m + G)
      (Set.Ici 0) 0 :=
    ((he.mul_const m).hasDerivWithinAt.fun_add (hn 0 le_rfl)).congr_deriv
      (by simp [h0, recombinationRate])
  rw [hasDerivWithinAt_iff_tendsto_slope, Set.Ici_sdiff_left] at hF
  -- this function is smallest at `t = 0`, so its right derivative there is nonnegative
  have h : 0 ≤ -k * m + G := by
    refine ge_of_tendsto hF ?_
    filter_upwards [self_mem_nhdsWithin] with s hs
    have hs' : 0 < s := hs
    have b := hdecay s hs'.le
    rw [h0, zero_sub, abs_neg, abs_of_pos hm] at b
    have hl := neg_abs_le (n s - m)
    rw [slope_def_field]
    refine div_nonneg ?_ (by linarith)
    simp only [h0, mul_zero, Real.exp_zero]
    linarith
  rw [le_div_iff₀ hm]
  linarith

end CarrierRecombination
```

```lean
#print axioms CarrierRecombination.steadyState_and_relaxation
-- 'CarrierRecombination.steadyState_and_relaxation' depends on axioms: [propext, Classical.choice, Quot.sound]
#print axioms CarrierRecombination.densities_contract
-- 'CarrierRecombination.densities_contract' depends on axioms: [propext, Classical.choice, Quot.sound]
#print axioms CarrierRecombination.decayRate_le_of_empty_start
-- 'CarrierRecombination.decayRate_le_of_empty_start' depends on axioms: [propext, Classical.choice, Quot.sound]
```

## What the theorems say about a density

The function \(R\) is `recombinationRate A B C`, and all quantities are real numbers without units. A density is a function `n : ℝ → ℝ`. The predicate `SolvesRateEquation A B C G n` says that it satisfies the rate equation at every `t ≥ 0`. The derivative is taken within `Set.Ici 0`, the half-line \([0, \infty)\), so it is one-sided at \(t = 0\) and ordinary at later times. Values at negative times play no role.

The main theorem, `steadyState_and_relaxation`, has two parts. The first, written with `∃!`, gives the unique positive steady state. The second says that for any positive `m` with `recombinationRate A B C m = G`, every solution with `0 ≤ n 0` obeys the bound with exponent `-A * t`. Nonnegativity is assumed only at the initial time.

The sharper bound, `relaxation_steadyLifetime`, takes a positive steady state as given and needs no sign condition on `A`. The same freedom holds in `densities_contract`, although its bound expresses decay only for `A > 0`. The theorem `decayRate_le_of_empty_start` doesn't even require `m` to be a steady state.

## How the Lean lemmas carry the argument

`recombinationRate_strictMonoOn` shows that the factorised difference is positive, using `positivity`, and `linarith` turns this into the inequality between the two rates. `existsUnique_steadyState` applies `intermediate_value_Icc` on \([0, G/A]\) and obtains uniqueness from the injectivity of a strictly monotone function.

`density_nonneg` replaces the last-time argument by a Mathlib comparison theorem, applied to \(-n\) and the constant boundary zero: a function that starts at or below a boundary stays there if its derivative is smaller than the boundary's whenever they touch. The named argument `B` in that call is the boundary function, not the radiative coefficient.

`abs_le_exp_of_damping` is the decay step for a general deviation `x` and damping rate `g`. It differentiates \(w\), written as a product, shows that it is nonincreasing, and takes the square root with `sq_le_sq`. The relaxation and two-density theorems each supply their own `x` and `g`; the algebra of the factorisation is closed by `linear_combination` in the first and `ring` in the second. The main theorem then adds \(A \le G/m\) and the monotonicity of the exponential.

`decayRate_le_of_empty_start` writes the right derivative of \(F\) as a limit of slopes. Each slope is nonnegative, and `ge_of_tendsto` passes this to the limit.

## Limits for a simulation

The convergence theorems describe every exact solution on \(t \ge 0\) with \(n(0) \ge 0\), but they don't construct one. They also say nothing about rounding or the error of an integrator: an explicit method with too large a step can overshoot \(m\) or produce negative densities while the exact solution obeys the bound.

The step from the model to a device is the reduction of its carriers to a single density with constant \(A\), \(B\), \(C\) and \(G\). Diffusion, unequal electron and hole densities, trap filling, and coefficients that vary with density or temperature all change the equation, and the stopping time above then needs a new justification.
